# The chain rule for the Poisson bracket of a polynomial in two phase-space polynomials

The theorem `bracket_chain` concerns polynomials `f`, `g` and `h` in the positions and momenta of finitely many canonical pairs, with coefficients in a field `K`. For a polynomial F in two variables it states that {F(f,g), h} = F_x(f,g) {f,h} + F_y(f,g) {g,h}, where F_x and F_y are the formal partial derivatives of F. The attempt proves this by induction on F: it checks constants, then sums, then multiplication by one of the two variables, where it uses the Leibniz rule `bracket_mul_left`.

As first written in Lean, the proof fails:

```lean
import Mathlib

open MvPolynomial

namespace PoissonAlgebraicDependence

noncomputable section

variable {K ι : Type*} [Field K] [Fintype ι]

/-- The Poisson bracket of two polynomials on phase space; `Sum.inl i` labels the position
and `Sum.inr i` the momentum of the `i`-th canonical pair. -/
def poissonBracket (f g : MvPolynomial (ι ⊕ ι) K) : MvPolynomial (ι ⊕ ι) K :=
  ∑ i, (pderiv (Sum.inl i) f * pderiv (Sum.inr i) g
    - pderiv (Sum.inr i) f * pderiv (Sum.inl i) g)

/-- The Poisson bracket obeys the Leibniz rule in its first argument. -/
theorem bracket_mul_left (f g h : MvPolynomial (ι ⊕ ι) K) :
    poissonBracket (f * g) h = f * poissonBracket g h + g * poissonBracket f h := by
  simp only [poissonBracket, Derivation.leibniz, smul_eq_mul, Finset.mul_sum,
    ← Finset.sum_add_distrib]
  exact Finset.sum_congr rfl fun i _ => by ring

/-- Chain rule: the bracket of `F(f,g)` with `h` is `F_x(f,g) {f,h} + F_y(f,g) {g,h}`. -/
theorem bracket_chain (f g h : MvPolynomial (ι ⊕ ι) K) (F : MvPolynomial (Fin 2) K) :
    poissonBracket (aeval ![f, g] F) h =
      aeval ![f, g] (pderiv 0 F) * poissonBracket f h
        + aeval ![f, g] (pderiv 1 F) * poissonBracket g h := by
  have h01 : pderiv (0 : Fin 2) (X 1 : MvPolynomial (Fin 2) K) = 0 :=
    pderiv_X_of_ne (by decide)
  have h10 : pderiv (1 : Fin 2) (X 0 : MvPolynomial (Fin 2) K) = 0 :=
    pderiv_X_of_ne (by decide)
  have hadd : ∀ a b : MvPolynomial (ι ⊕ ι) K,
      poissonBracket (a + b) h = poissonBracket a h + poissonBracket b h := by
    intro a b
    simp only [poissonBracket, map_add, ← Finset.sum_add_distrib]
    exact Finset.sum_congr rfl fun i _ => by ring
  -- constants, sums and multiplication by a variable generate all polynomials
  refine MvPolynomial.induction_on F (fun a => ?_) (fun p q hp hq => ?_) (fun p i hp => ?_)
  · simp [poissonBracket, MvPolynomial.algebraMap_eq]
  · simp only [map_add, hadd, hp, hq]
    ring
  · have hi : i = 0 ∨ i = 1 := by omega
    simp only [map_mul, aeval_X, bracket_mul_left, hp, Derivation.leibniz, smul_eq_mul, map_add]
    rcases hi with rfl | rfl
    · simp only [pderiv_X_self, h10, map_one, map_zero, Matrix.cons_val_zero]
      ring
    · simp only [pderiv_X_self, h01, map_one, map_zero, Matrix.cons_val_one,
        Matrix.cons_val_fin_one]
      ring

end

end PoissonAlgebraicDependence
```

The compiler's answer:

```
Main.lean:39:2: error: Type mismatch
  induction_on F (fun a => ?m.184) (fun p q hp hq => ?m.190) fun p i hp => ?m.195
has type
  ?m.182 F
but is expected to have type
  poissonBracket ((aeval ![f, g]) F) h =
    (aeval ![f, g]) ((pderiv 0) F) * poissonBracket f h + (aeval ![f, g]) ((pderiv 1) F) * poissonBracket g h
```

As a diff, the version that Lean accepts:

```diff
@@ -37,9 +37,11 @@
     exact Finset.sum_congr rfl fun i _ => by ring
   -- constants, sums and multiplication by a variable generate all polynomials
-  refine MvPolynomial.induction_on F (fun a => ?_) (fun p q hp hq => ?_) (fun p i hp => ?_)
-  · simp [poissonBracket, MvPolynomial.algebraMap_eq]
-  · simp only [map_add, hadd, hp, hq]
+  induction F using MvPolynomial.induction_on
+  next a => simp [poissonBracket, MvPolynomial.algebraMap_eq]
+  next p q hp hq =>
+    simp only [map_add, hadd, hp, hq]
     ring
-  · have hi : i = 0 ∨ i = 1 := by omega
+  next p i hp =>
+    have hi : i = 0 ∨ i = 1 := by omega
     simp only [map_mul, aeval_X, bracket_mul_left, hp, Derivation.leibniz, smul_eq_mul, map_add]
     rcases hi with rfl | rfl
```

What went wrong. The error is in how the induction is set up. The conclusion of `MvPolynomial.induction_on` is a predicate, the motive, applied to the polynomial. Under `refine`, Lean had to find that predicate by unifying this conclusion with the goal. It did not: the message shows the motive still unknown, as `?m.182`, and reports that `?m.182 F` does not match the chain-rule equation. The theorem does fit the goal, with the equation regarded as a function of `F` as its motive.

The repair calls the same theorem through `induction F using MvPolynomial.induction_on`. This tactic builds the motive itself, by abstracting `F` from the goal, so nothing is left for unification to guess.

The `next` blocks replace the bullets because the names `a`, `p`, `q`, `i`, `hp` and `hq` were formerly given by the `fun` binders in the `refine` line, and must now be given in each case. The proof steps inside the three cases are unchanged.
